# A symplectic matrix cannot squeeze the unit ball into a thinner cylinder over a conjugate plane

If a real symplectic matrix maps the unit ball of phase space into a cylinder over the plane of one conjugate pair, the cylinder's radius is at least one. Volume conservation alone gives no such bound: in R⁴ a diagonal matrix of determinant one fits the ball into a cylinder of any positive radius.

The maps here are linear or affine, whereas Gromov's non-squeezing theorem treats nonlinear symplectic embeddings. That a time evolution is given by a symplectic matrix is assumed; for a quadratic Hamiltonian it follows from Hamilton's equations, with a translation added if the Hamiltonian has linear terms.

## Phase space, ball and cylinder

The finite type `n` labels the degrees of freedom. A phase-space vector x has positions q_j at `Sum.inl j` and momenta p_j at `Sum.inr j`, all made dimensionless with the same unit of action for every pair, so that q² + p² is meaningful and canonical linear maps remain symplectic matrices. `⬝ᵥ` is the dot product, `*ᵥ` applies a matrix, and |x|² = x·x.

```lean
import Mathlib

open Matrix

namespace LinearNonSqueezing

variable {n : Type*} [Fintype n]

/-- The closed ball of radius `|R|` about the origin of phase space; positions are indexed by
`Sum.inl`, momenta by `Sum.inr`. -/
def phaseBall (R : ℝ) : Set (n ⊕ n → ℝ) := {x | x ⬝ᵥ x ≤ R ^ 2}
```

The cylinder restricts one pair i and leaves all other coordinates free.

```lean
/-- The cylinder `q_i² + p_i² ≤ r²` over the plane of the conjugate pair `i`. -/
def cylinder {n : Type*} (i : n) (r : ℝ) : Set (n ⊕ n → ℝ) :=
  {x | x (Sum.inl i) ^ 2 + x (Sum.inr i) ^ 2 ≤ r ^ 2}
```

## (a) Projection onto a conjugate plane

**Task.** Show that projecting does not lengthen a vector:

q_i² + p_i² ≤ |x|².

**Solution.** |x|² = Σ_j q_j² + Σ_j p_j². Each sum of squares is at least its i-th term, which is `Finset.single_le_sum`, used twice.

```lean
/-- The squared length of the projection onto a conjugate plane is at most the squared length
of the phase-space vector. -/
theorem pair_le (x : n ⊕ n → ℝ) (i : n) :
    x (Sum.inl i) ^ 2 + x (Sum.inr i) ^ 2 ≤ x ⬝ᵥ x := by
  simp only [dotProduct, Fintype.sum_sum_type, ← pow_two]
  exact add_le_add
    (Finset.single_le_sum (f := fun j => x (Sum.inl j) ^ 2)
      (fun j _ => sq_nonneg _) (Finset.mem_univ i))
    (Finset.single_le_sum (f := fun j => x (Sum.inr j) ^ 2)
      (fun j _ => sq_nonneg _) (Finset.mem_univ i))
```

## (b) A linear function on the ball

**Task.** Let u be a fixed vector (`a` in the code), with (u·x)² ≤ c whenever |x|² ≤ R². Show that

R²|u|² ≤ c.

**Solution.** If u = 0, take x = 0 to get 0 ≤ c. Otherwise take x = ku with k = R/|u|. Then |x|² = R² and (u·x)² = k²|u|⁴ = R²|u|². The code splits into the same two cases.

```lean
/-- If the square of the linear function `a · x` is at most `c` on the ball of radius `|R|`,
then `R² |a|² ≤ c`. -/
theorem row_bound (a : n ⊕ n → ℝ) (R c : ℝ)
    (h : ∀ x ∈ phaseBall R, (a ⬝ᵥ x) ^ 2 ≤ c) : R ^ 2 * (a ⬝ᵥ a) ≤ c := by
  have hnonneg : 0 ≤ a ⬝ᵥ a := Finset.sum_nonneg fun j _ => mul_self_nonneg _
  rcases hnonneg.eq_or_lt with h0 | hpos
  · have hz := h 0 (by simp [phaseBall, sq_nonneg])
    rw [← h0]
    simpa using hz
  · -- test the bound at the point of the sphere in the direction of `a`
    obtain ⟨k, hk⟩ : ∃ k : ℝ, k ^ 2 * (a ⬝ᵥ a) = R ^ 2 :=
      ⟨R / √(a ⬝ᵥ a), by
        rw [div_pow, Real.sq_sqrt hpos.le, div_mul_cancel₀ _ hpos.ne']⟩
    have hx : k • a ∈ phaseBall R := by
      simp only [phaseBall, Set.mem_ofPred_eq, smul_dotProduct, dotProduct_smul, smul_eq_mul]
      linarith
    have hb := h _ hx
    rw [dotProduct_smul, smul_eq_mul] at hb
    have e : R ^ 2 * (a ⬝ᵥ a) = (k * (a ⬝ᵥ a)) ^ 2 := by
      rw [← hk]
      ring
    rw [e]
    exact hb
```

## (c) The bracket of two rows

**Task.** Let u and w be the rows of a symplectic S that give the new q_i and p_i. Show that their Poisson bracket is

Σ_j [u(q_j) w(p_j) − u(p_j) w(q_j)] = 1.

**Solution.** Symplectic means S J Sᵀ = J. Mathlib's J has −1 in its upper right block, the opposite of a common textbook sign, but the group is the same. The (q_i, p_i) entry of the equation reads −Σ_j [u(q_j) w(p_j) − u(p_j) w(q_j)] = −1. The code extracts this entry with `congrFun`.

```lean
variable [DecidableEq n]

/-- For a symplectic matrix, the new position and momentum of each conjugate pair have
Poisson bracket one. -/
theorem poisson_bracket_rows {S : Matrix (n ⊕ n) (n ⊕ n) ℝ}
    (hS : S ∈ symplecticGroup n ℝ) (i : n) :
    ∑ j, (S (Sum.inl i) (Sum.inl j) * S (Sum.inr i) (Sum.inr j)
      - S (Sum.inl i) (Sum.inr j) * S (Sum.inr i) (Sum.inl j)) = 1 := by
  have h := congrFun (congrFun (SymplecticGroup.mem_iff.mp hS) (Sum.inl i)) (Sum.inr i)
  simp [J, Matrix.mul_apply, Fintype.sum_sum_type, Matrix.one_apply] at h
  rw [Finset.sum_sub_distrib]
  linarith
```

## (d) The product of the row lengths

**Task.** Deduce that

|u|²|w|² ≥ 1.

**Solution.** Let w′ have position entries w(p_j) and momentum entries −w(q_j). Then |w′| = |w|, and u·w′ = 1 by (c). Cauchy–Schwarz gives 1 = (u·w′)² ≤ |u|²|w|².

```lean
/-- The squared lengths of the position row and the momentum row of a conjugate pair in a
symplectic matrix have product at least one. -/
theorem one_le_row_product {S : Matrix (n ⊕ n) (n ⊕ n) ℝ}
    (hS : S ∈ symplecticGroup n ℝ) (i : n) :
    1 ≤ (S (Sum.inl i) ⬝ᵥ S (Sum.inl i)) * (S (Sum.inr i) ⬝ᵥ S (Sum.inr i)) := by
  have hb := poisson_bracket_rows hS i
  -- Cauchy-Schwarz for the position row and the rotated momentum row
  have cs := Finset.sum_mul_sq_le_sq_mul_sq Finset.univ (S (Sum.inl i))
    (Sum.elim (fun j => S (Sum.inr i) (Sum.inr j)) (fun j => -S (Sum.inr i) (Sum.inl j)))
  simp only [Fintype.sum_sum_type, Sum.elim_inl, Sum.elim_inr, mul_neg, neg_sq,
    Finset.sum_neg_distrib] at cs
  rw [Finset.sum_sub_distrib] at hb
  rw [← sub_eq_add_neg, hb] at cs
  simp only [dotProduct, Fintype.sum_sum_type, ← pow_two]
  linarith
```

In Gaussian wavepacket propagation under a quadratic Hamiltonian, with ħ = 1 and initial covariance ½I, the evolved variances of q_i and p_i are |u|²/2 and |w|²/2. The inequality then says that their product is at least 1/4, the uncertainty bound.

## (e) Adding a translation

**Task.** Suppose x ↦ Sx + v maps the ball of radius R into the cylinder of radius r ≥ 0. Show that

R ≤ r.

**Solution.** Write the cylinder condition for x and for −x, and average:

(u·x)² + (w·x)² + v(q_i)² + v(p_i)² ≤ r².

Hence (u·x)² ≤ r² and (w·x)² ≤ r² on the ball. By (b), R²|u|² ≤ r² and R²|w|² ≤ r². Multiplying and using (d),

R⁴ ≤ R⁴|u|²|w|² ≤ r⁴.

If r < R, then r ≥ 0 would give r⁴ < R⁴, a contradiction. In the code, `key` is the averaged bound without the v terms.

```lean
/-- Affine non-squeezing: if a symplectic matrix followed by a translation maps the ball of
radius `R` into the cylinder `q_i² + p_i² ≤ r²` with `r ≥ 0`, then `R ≤ r`. -/
theorem affine_nonsqueezing {S : Matrix (n ⊕ n) (n ⊕ n) ℝ}
    (hS : S ∈ symplecticGroup n ℝ) (v : n ⊕ n → ℝ) (i : n) {R r : ℝ} (hr : 0 ≤ r)
    (h : ∀ x ∈ phaseBall R, S *ᵥ x + v ∈ cylinder i r) : R ≤ r := by
  -- averaging over `x` and `-x` removes the translation
  have key : ∀ x ∈ phaseBall R,
      (S (Sum.inl i) ⬝ᵥ x) ^ 2 + (S (Sum.inr i) ⬝ᵥ x) ^ 2 ≤ r ^ 2 := by
    intro x hx
    have h1 : (S (Sum.inl i) ⬝ᵥ x + v (Sum.inl i)) ^ 2
        + (S (Sum.inr i) ⬝ᵥ x + v (Sum.inr i)) ^ 2 ≤ r ^ 2 := h x hx
    have h2 : (S (Sum.inl i) ⬝ᵥ (-x) + v (Sum.inl i)) ^ 2
        + (S (Sum.inr i) ⬝ᵥ (-x) + v (Sum.inr i)) ^ 2 ≤ r ^ 2 :=
      h (-x) (by simpa [phaseBall] using hx)
    simp only [dotProduct_neg] at h2
    nlinarith [sq_nonneg (v (Sum.inl i)), sq_nonneg (v (Sum.inr i))]
  have ha := row_bound (S (Sum.inl i)) R (r ^ 2) fun x hx => by
    linarith [key x hx, sq_nonneg (S (Sum.inr i) ⬝ᵥ x)]
  have hb := row_bound (S (Sum.inr i)) R (r ^ 2) fun x hx => by
    linarith [key x hx, sq_nonneg (S (Sum.inl i) ⬝ᵥ x)]
  have hB : 0 ≤ S (Sum.inr i) ⬝ᵥ S (Sum.inr i) :=
    Finset.sum_nonneg fun j _ => mul_self_nonneg _
  -- multiply the two bounds and use that the row lengths have product at least one
  have hm := mul_le_mul ha hb (mul_nonneg (sq_nonneg R) hB) (sq_nonneg r)
  have h1 := mul_le_mul_of_nonneg_left (one_le_row_product hS i) (sq_nonneg (R ^ 2))
  have h4 : (R ^ 2) ^ 2 ≤ (r ^ 2) ^ 2 := by linarith
  by_contra hlt
  have hlt' : r < R := lt_of_not_ge hlt
  have h5 : r ^ 2 < R ^ 2 := by nlinarith
  have h6 : (r ^ 2) ^ 2 < (R ^ 2) ^ 2 := by nlinarith [sq_nonneg r]
  linarith
```

## (f) The unit ball

**Task.** For a symplectic S that maps the unit ball into the cylinder of radius r ≥ 0, show that

1 ≤ r.

**Solution.** Put R = 1 and v = 0 in (e).

```lean
/-- Linear non-squeezing: a symplectic matrix that maps the unit ball into the cylinder
`q_i² + p_i² ≤ r²` with `r ≥ 0` forces `r ≥ 1`. -/
theorem linear_nonsqueezing {S : Matrix (n ⊕ n) (n ⊕ n) ℝ}
    (hS : S ∈ symplecticGroup n ℝ) (i : n) {r : ℝ} (hr : 0 ≤ r)
    (h : ∀ x ∈ phaseBall 1, S *ᵥ x ∈ cylinder i r) : 1 ≤ r :=
  affine_nonsqueezing hS 0 i hr fun x hx => by simpa using h x hx
```

## (g) When the inclusion is possible

**Task.** For R, r ≥ 0, show that

some symplectic S achieves the inclusion ⇔ R ≤ r.

**Solution.** Part (e) gives one direction. For the other, take S = I: by (a), q_i² + p_i² ≤ |x|² ≤ R² ≤ r².

```lean
/-- For nonnegative radii, some symplectic matrix maps the ball of radius `R` into the cylinder
of radius `r` over a conjugate plane exactly when `R ≤ r`. -/
theorem squeezable_iff (i : n) {R r : ℝ} (hR : 0 ≤ R) (hr : 0 ≤ r) :
    (∃ S ∈ symplecticGroup n ℝ, ∀ x ∈ phaseBall R, S *ᵥ x ∈ cylinder i r) ↔ R ≤ r := by
  constructor
  · rintro ⟨S, hS, h⟩
    exact affine_nonsqueezing hS 0 i hr fun x hx => by simpa using h x hx
  · intro hRr
    refine ⟨1, one_mem _, fun x hx => ?_⟩
    rw [Matrix.one_mulVec]
    have hx' : x ⬝ᵥ x ≤ R ^ 2 := hx
    exact (pair_le x i).trans (hx'.trans (pow_le_pow_left₀ hR hRr 2))
```

## (h) Squeezing at fixed volume

**Task.** In R⁴, scale q₁, p₁ by r > 0 and q₂, p₂ by 1/r. Show that this matrix D satisfies

det D = 1 and (Dx)(q₁)² + (Dx)(p₁)² ≤ r² for |x| ≤ 1.

**Solution.** The determinant is r·(1/r)·r·(1/r) = 1. By (a), the left side is r²(q₁² + p₁²) ≤ r²|x|² ≤ r². Pair 1 has index `0` in Lean.

```lean
/-- The diagonal matrix on `R⁴` that scales `q_1, p_1` by `r` and `q_2, p_2` by `1/r`,
for `r ≠ 0`. -/
noncomputable def planeSqueeze (r : ℝ) : Matrix (Fin 2 ⊕ Fin 2) (Fin 2 ⊕ Fin 2) ℝ :=
  diagonal (Sum.elim ![r, r⁻¹] ![r, r⁻¹])

/-- For every `r > 0` the diagonal matrix `planeSqueeze r` has determinant one and maps the unit
ball of `R⁴` into the cylinder `q_1² + p_1² ≤ r²`. -/
theorem volume_preserving_squeeze {r : ℝ} (hr : 0 < r) :
    (planeSqueeze r).det = 1 ∧
      ∀ x ∈ phaseBall 1, planeSqueeze r *ᵥ x ∈ cylinder 0 r := by
  constructor
  · simp [planeSqueeze, det_diagonal, Fintype.prod_sum_type, Fin.prod_univ_two, hr.ne']
  · intro x hx
    have hx' : x ⬝ᵥ x ≤ 1 ^ 2 := hx
    have hp := mul_le_mul_of_nonneg_left ((pair_le x 0).trans hx') (sq_nonneg r)
    simp only [cylinder, Set.mem_ofPred_eq, planeSqueeze, mulVec_diagonal, Sum.elim_inl,
      Sum.elim_inr, Matrix.cons_val_zero]
    linarith
```

For r = 1/2, the unit vector with q₁ = 0.6, p₁ = 0.8 goes to q₁ = 0.3, p₁ = 0.4, and 0.09 + 0.16 = 0.25 = r².

## (i) The squeeze is not canonical

**Task.** For 0 < r < 1, show that

D is not symplectic.

**Solution.** Otherwise (f) and (h) would give 1 ≤ r. For r = 1/2 the bracket of the first pair is visibly 1/4, not 1.

```lean
/-- For `0 < r < 1` the matrix `planeSqueeze r` is not symplectic. -/
theorem planeSqueeze_not_symplectic {r : ℝ} (hr : 0 < r) (hr1 : r < 1) :
    planeSqueeze r ∉ symplecticGroup (Fin 2) ℝ := fun hS =>
  not_le_of_gt hr1 (linear_nonsqueezing hS 0 hr.le (volume_preserving_squeeze hr).2)
```

## (j) Squeezing all positions

**Task.** Scale every position by r > 0 and every momentum by 1/r. Show that this matrix E satisfies

E J Eᵀ = J and Σ_j (Ex)(q_j)² ≤ r² for |x| ≤ 1.

**Solution.** J couples only q_j with p_j, so each nonzero entry is multiplied by r·(1/r) = 1. The sum is r² Σ_j q_j² ≤ r². Positions alone can therefore be squeezed without limit, while the momenta stretch. The code checks the matrix identity block by block.

```lean
/-- For every `r > 0` the matrix that scales all positions by `r` and all momenta by `1/r` is
symplectic and maps the unit ball into the region where the sum of all `q_j²` is at most `r²`. -/
theorem symplectic_position_squeeze {r : ℝ} (hr : 0 < r) :
    diagonal (Sum.elim (fun _ : n => r) (fun _ : n => r⁻¹)) ∈ symplecticGroup n ℝ ∧
      ∀ x ∈ phaseBall 1,
        ∑ j, (diagonal (Sum.elim (fun _ : n => r) (fun _ : n => r⁻¹)) *ᵥ x) (Sum.inl j) ^ 2
          ≤ r ^ 2 := by
  constructor
  · rw [SymplecticGroup.mem_iff]
    ext a b
    rw [diagonal_transpose, mul_diagonal, diagonal_mul]
    rcases a with i | i <;> rcases b with j | j <;> by_cases hij : i = j <;>
      simp [J, hij, hr.ne']
  · intro x hx
    simp only [phaseBall, Set.mem_ofPred_eq, dotProduct, Fintype.sum_sum_type, ← pow_two] at hx
    have hp : 0 ≤ ∑ j, x (Sum.inr j) ^ 2 := Finset.sum_nonneg fun j _ => sq_nonneg _
    have hq : ∑ j, x (Sum.inl j) ^ 2 ≤ 1 := by linarith
    simp only [mulVec_diagonal, Sum.elim_inl, mul_pow, ← Finset.mul_sum]
    linarith [mul_le_mul_of_nonneg_left hq (sq_nonneg r)]

end LinearNonSqueezing
```

```lean
#print axioms LinearNonSqueezing.squeezable_iff
#print axioms LinearNonSqueezing.planeSqueeze_not_symplectic
#print axioms LinearNonSqueezing.symplectic_position_squeeze
```

```
'LinearNonSqueezing.squeezable_iff' depends on axioms: [propext, Classical.choice, Quot.sound]
'LinearNonSqueezing.planeSqueeze_not_symplectic' depends on axioms: [propext, Classical.choice, Quot.sound]
'LinearNonSqueezing.symplectic_position_squeeze' depends on axioms: [propext, Classical.choice, Quot.sound]
```
